# The Wronskian of the spherical Bessel functions j_l and y_l is 1/x² for every l and every x > 0

A ladder family is a sequence h_0, h_1, h_2, … of real functions that obey, for every l = 0, 1, 2, … and every x > 0, with the prime for d/dx,

h_l' = (l/x) h_l − h_(l+1)

h_(l+1)' = h_l − ((l+2)/x) h_(l+1).

The Wronskian of f and g is f g' − f' g in this order, and the two families of interest, the spherical Bessel functions j_l and the spherical Neumann functions y_l, start from j_0 = sin x/x and y_0 = −cos x/x.

```lean
import Mathlib

open scoped Topology

namespace SphericalBesselWronskian

noncomputable section

/-- The two ladder relations of spherical waves on `x > 0`:
`h_l' = (l/x) h_l - h_(l+1)` and `h_(l+1)' = h_l - ((l+2)/x) h_(l+1)`. -/
def IsBesselLadder (h : ℕ → ℝ → ℝ) : Prop :=
  ∀ (l : ℕ) (x : ℝ), 0 < x →
    HasDerivAt (h l) (l / x * h l x - h (l + 1) x) x ∧
    HasDerivAt (h (l + 1)) (h l x - (l + 2) / x * h (l + 1) x) x

/-- The Wronskian `f g' - f' g` of two radial functions at the point `x`. -/
def wronskian (f g : ℝ → ℝ) (x : ℝ) : ℝ := f x * deriv g x - deriv f x * g x

/-- The family with first members `a` and `b` that is continued by the three-term recurrence
`h_(l+2) = ((2l+3)/x) h_(l+1) - h_l`, meant for `x > 0`. -/
def recurrenceFamily (a b : ℝ → ℝ) : ℕ → ℝ → ℝ
  | 0 => a
  | 1 => b
  | (l + 2) => fun x =>
      (2 * (l : ℝ) + 3) / x * recurrenceFamily a b (l + 1) x - recurrenceFamily a b l x

/-- The spherical Bessel functions `j_l`, meant for `x > 0`. -/
def sphJ : ℕ → ℝ → ℝ :=
  recurrenceFamily (fun x => Real.sin x / x) (fun x => Real.sin x / x ^ 2 - Real.cos x / x)

/-- The spherical Neumann functions `y_l`, meant for `x > 0`. -/
def sphY : ℕ → ℝ → ℝ :=
  recurrenceFamily (fun x => -Real.cos x / x) (fun x => -Real.cos x / x ^ 2 - Real.sin x / x)

/-- If the first two members satisfy `a' = -b` and `b' = a - (2/x) b` on `x > 0`, the three-term
recurrence yields a family that obeys both ladder relations for every `l`. -/
theorem recurrenceFamily_isBesselLadder {a b : ℝ → ℝ}
    (ha : ∀ x, 0 < x → HasDerivAt a (-b x) x)
    (hb : ∀ x, 0 < x → HasDerivAt b (a x - 2 / x * b x) x) :
    IsBesselLadder (recurrenceFamily a b) := by
  intro l
  induction l with
  | zero =>
    intro x hx
    refine ⟨(ha x hx).congr_deriv ?_, (hb x hx).congr_deriv ?_⟩
    · simp [recurrenceFamily]
    · simp [recurrenceFamily]
  | succ l ih =>
    intro x hx
    have hx' : x ≠ 0 := hx.ne'
    obtain ⟨h0, h1⟩ := ih x hx
    have hr : recurrenceFamily a b (l + 1 + 1) x =
        (2 * (l : ℝ) + 3) / x * recurrenceFamily a b (l + 1) x - recurrenceFamily a b l x := rfl
    refine ⟨h1.congr_deriv ?_, ?_⟩
    · rw [hr]
      push_cast
      field_simp
      ring
    · -- differentiate the recurrence and insert the relations one step below
      have hq : HasDerivAt (fun r : ℝ => (2 * (l : ℝ) + 3) / r) (-(2 * (l : ℝ) + 3) / x ^ 2) x :=
        ((hasDerivAt_const x (2 * (l : ℝ) + 3)).fun_div (hasDerivAt_id' x) hx').congr_deriv
          (by ring)
      refine ((hq.fun_mul h1).fun_sub h0).congr_deriv ?_
      rw [hr]
      push_cast
      field_simp
      ring

/-- The spherical Bessel and Neumann functions both obey the ladder relations, and they start
from `sin x / x` and `-cos x / x`. -/
theorem sphJ_sphY_witness :
    IsBesselLadder sphJ ∧ IsBesselLadder sphY ∧
      (∀ x, sphJ 0 x = Real.sin x / x) ∧ (∀ x, sphY 0 x = -Real.cos x / x) := by
  have hp : ∀ x : ℝ, HasDerivAt (fun r : ℝ => r ^ 2) (2 * x) x := fun x => by
    simpa using hasDerivAt_pow 2 x
  refine ⟨recurrenceFamily_isBesselLadder (fun x hx => ?_) (fun x hx => ?_),
    recurrenceFamily_isBesselLadder (fun x hx => ?_) (fun x hx => ?_),
    fun _ => rfl, fun _ => rfl⟩ <;> have hx' : x ≠ 0 := hx.ne'
  · refine ((Real.hasDerivAt_sin x).fun_div (hasDerivAt_id' x) hx').congr_deriv ?_
    field_simp
    ring
  · refine (((Real.hasDerivAt_sin x).fun_div (hp x) (pow_ne_zero 2 hx')).fun_sub
      ((Real.hasDerivAt_cos x).fun_div (hasDerivAt_id' x) hx')).congr_deriv ?_
    field_simp
    ring
  · refine ((Real.hasDerivAt_cos x).fun_neg.fun_div (hasDerivAt_id' x) hx').congr_deriv ?_
    field_simp
    ring
  · refine (((Real.hasDerivAt_cos x).fun_neg.fun_div (hp x) (pow_ne_zero 2 hx')).fun_sub
      ((Real.hasDerivAt_sin x).fun_div (hasDerivAt_id' x) hx')).congr_deriv ?_
    field_simp
    ring

/-- Each member of a ladder family solves the spherical Bessel equation
`(x² h_l')' = (l(l+1) - x²) h_l` on `x > 0`. -/
theorem radial_equation {h : ℕ → ℝ → ℝ} (hh : IsBesselLadder h) (l : ℕ) {x : ℝ} (hx : 0 < x) :
    HasDerivAt (fun r => r ^ 2 * deriv (h l) r) (((l : ℝ) * (l + 1) - x ^ 2) * h l x) x := by
  have hx' : x ≠ 0 := hx.ne'
  -- near x the raising relation removes the inner derivative
  have e : (fun r => r ^ 2 * deriv (h l) r) =ᶠ[𝓝 x]
      fun r => (l : ℝ) * r * h l r - r ^ 2 * h (l + 1) r := by
    filter_upwards [Ioi_mem_nhds hx] with r hr
    have hr' : r ≠ 0 := (Set.mem_Ioi.mp hr).ne'
    rw [(hh l r hr).1.deriv]
    field_simp
  have hp : HasDerivAt (fun r : ℝ => r ^ 2) (2 * x) x := by simpa using hasDerivAt_pow 2 x
  obtain ⟨h0, h1⟩ := hh l x hx
  refine HasDerivAt.congr_of_eventuallyEq ?_ e
  refine ((((hasDerivAt_id' x).const_mul (l : ℝ)).fun_mul h0).fun_sub
    (hp.fun_mul h1)).congr_deriv ?_
  field_simp
  ring

/-- For two ladder families and `x > 0`, the Wronskian at order `l` is the derivative-free cross
product `f_(l+1) g_l - f_l g_(l+1)`. -/
theorem wronskian_eq_cross {f g : ℕ → ℝ → ℝ} (hf : IsBesselLadder f) (hg : IsBesselLadder g)
    (l : ℕ) {x : ℝ} (hx : 0 < x) :
    wronskian (f l) (g l) x = f (l + 1) x * g l x - f l x * g (l + 1) x := by
  rw [wronskian, (hf l x hx).1.deriv, (hg l x hx).1.deriv]
  ring

/-- For two ladder families and `x > 0`, the Wronskian does not change when the angular momentum
is raised from `l` to `l + 1`. -/
theorem wronskian_succ {f g : ℕ → ℝ → ℝ} (hf : IsBesselLadder f) (hg : IsBesselLadder g)
    (l : ℕ) {x : ℝ} (hx : 0 < x) :
    wronskian (f (l + 1)) (g (l + 1)) x = wronskian (f l) (g l) x := by
  rw [wronskian_eq_cross hf hg l hx, wronskian, (hf l x hx).2.deriv, (hg l x hx).2.deriv]
  ring

/-- Two ladder families that start from `sin x / x` and `-cos x / x` on `x > 0` have the
Wronskian `f_l g_l' - f_l' g_l = 1/x²` for every `l` and every `x > 0`. -/
theorem wronskian_eq_inv_sq {f g : ℕ → ℝ → ℝ} (hf : IsBesselLadder f) (hg : IsBesselLadder g)
    (hf0 : ∀ x, 0 < x → f 0 x = Real.sin x / x)
    (hg0 : ∀ x, 0 < x → g 0 x = -Real.cos x / x) (l : ℕ) {x : ℝ} (hx : 0 < x) :
    wronskian (f l) (g l) x = 1 / x ^ 2 := by
  induction l with
  | zero =>
    have hx' : x ≠ 0 := hx.ne'
    have ef : f 0 =ᶠ[𝓝 x] fun r => Real.sin r / r := by
      filter_upwards [Ioi_mem_nhds hx] with r hr using hf0 r hr
    have eg : g 0 =ᶠ[𝓝 x] fun r => -Real.cos r / r := by
      filter_upwards [Ioi_mem_nhds hx] with r hr using hg0 r hr
    have df := ((Real.hasDerivAt_sin x).fun_div (hasDerivAt_id' x) hx').congr_of_eventuallyEq ef
    have dg := ((Real.hasDerivAt_cos x).fun_neg.fun_div
      (hasDerivAt_id' x) hx').congr_of_eventuallyEq eg
    rw [wronskian, df.deriv, dg.deriv, hf0 x hx, hg0 x hx, ← Real.sin_sq_add_cos_sq x]
    field_simp
    ring
  | succ l ih => rw [wronskian_succ hf hg l hx, ih]

/-- Neighbouring orders of the spherical Bessel and Neumann functions satisfy
`j_(l+1) y_l - j_l y_(l+1) = 1/x²` for `x > 0`. -/
theorem sphJ_sphY_cross (l : ℕ) {x : ℝ} (hx : 0 < x) :
    sphJ (l + 1) x * sphY l x - sphJ l x * sphY (l + 1) x = 1 / x ^ 2 := by
  obtain ⟨hj, hy, hj0, hy0⟩ := sphJ_sphY_witness
  rw [← wronskian_eq_cross hj hy l hx]
  exact wronskian_eq_inv_sq hj hy (fun x _ => hj0 x) (fun x _ => hy0 x) l hx

/-- The outgoing spherical wave `j_l + i y_l` has no zero on `x > 0`. -/
theorem outgoing_wave_ne_zero (l : ℕ) {x : ℝ} (hx : 0 < x) :
    (⟨sphJ l x, sphY l x⟩ : ℂ) ≠ 0 := by
  intro h
  have hj : sphJ l x = 0 := congrArg Complex.re h
  have hy : sphY l x = 0 := congrArg Complex.im h
  -- a common zero would make the cross product vanish
  have hc := sphJ_sphY_cross l hx
  rw [hj, hy, mul_zero, zero_mul, sub_zero] at hc
  have hpos : 0 < 1 / x ^ 2 := by positivity
  linarith

end

end SphericalBesselWronskian
```

```lean
#print axioms SphericalBesselWronskian.radial_equation
#print axioms SphericalBesselWronskian.wronskian_eq_inv_sq
#print axioms SphericalBesselWronskian.outgoing_wave_ne_zero
```

```
'SphericalBesselWronskian.radial_equation' depends on axioms: [propext, Classical.choice, Quot.sound]
'SphericalBesselWronskian.wronskian_eq_inv_sq' depends on axioms: [propext, Classical.choice, Quot.sound]
'SphericalBesselWronskian.outgoing_wave_ne_zero' depends on axioms: [propext, Classical.choice, Quot.sound]
```

## Free spherical waves in dimensionless form

A free particle of mass m and energy E > 0 has the wave number κ = √(2mE)/ħ. In three dimensions its wave function can be separated into spherical harmonics times radial functions of x = κr, where r is the distance from the chosen centre and l is the angular momentum. The radial functions solve

(x² h_l')' = (l(l+1) − x²) h_l.

The solution j_l is regular at the origin and y_l is singular there. The first ladder relation gives the function of order l+1 from the one of order l and its derivative; the second leads back down.

Because x is dimensionless, a derivative with respect to r brings a factor κ. The Wronskian of j_l(κr) and y_l(κr) taken in r is therefore κ/(κr)² = 1/(κr²). Some texts define the Neumann functions with the opposite sign, and the Wronskian then changes sign too.

In multiple-scattering theory with a spherical potential inside each atomic sphere and a constant potential between the spheres, a radial solution from inside a sphere can be continued outside, at energies above that constant, as A j_l(κr) + B y_l(κr), where the energy in κ is counted from the constant. Matching value and slope at the sphere radius gives two linear equations for A and B, and their determinant is this Wronskian, so A and B are unique and the division is by a known number.

## What the Lean statements say

`IsBesselLadder h` expresses the two relations for a sequence `h : ℕ → ℝ → ℝ`, whose first argument is l and whose second is x. It uses `HasDerivAt`, which says that the function is differentiable at the point and has the given derivative there. Differentiability is thus part of the definition, and it is required only at positive x. In `wronskian`, the symbol `deriv` is the derivative itself, not an expression put in its place.

The main theorem, `wronskian_eq_inv_sq`, takes two ladder families f and g with f_0 = sin x/x and g_0 = −cos x/x on x > 0. It concludes that

f_l g_l' − f_l' g_l = 1/x²

for every natural number l, zero included, and every x > 0. The first ladder relation fixes each f_(l+1) once f_l is known, so on x > 0 these hypotheses describe just j_l and y_l. The values at x ≤ 0 are left free.

The theorem assumes the ladder relations. That they hold for actual functions is the content of `sphJ_sphY_witness`, where `sphJ` and `sphY` are built by `recurrenceFamily` from their first two members and the three-term recurrence

h_(l+2) = ((2l+3)/x) h_(l+1) − h_l.

These definitions are meant for x > 0: at x = 0 Lean's division by zero gives `sphJ 0 0 = 0`, while the physical limit of j_0 is 1.

The statements concern real x and integer l. Negative energies, for which κ is imaginary and the waves decay or grow exponentially, would need modified functions, and the behaviour of j_l and y_l near the origin or at large x is not addressed.

## The Wronskian does not depend on l

Let W_l = f_l g_l' − f_l' g_l. Inserting the first ladder relation for both derivatives gives

W_l = f_l ((l/x) g_l − g_(l+1)) − ((l/x) f_l − f_(l+1)) g_l.

The two terms with l/x cancel, which leaves a cross product without derivatives:

W_l = f_(l+1) g_l − f_l g_(l+1).

This is `wronskian_eq_cross`. Its proof replaces each `deriv` by the value from the first relation, and `ring` does the cancellation.

At order l+1 the second relation supplies the derivatives:

W_(l+1) = f_(l+1) (g_l − ((l+2)/x) g_(l+1)) − (f_l − ((l+2)/x) f_(l+1)) g_(l+1).

Now the terms with (l+2)/x cancel, and the result is again

W_(l+1) = f_(l+1) g_l − f_l g_(l+1).

Hence W_(l+1) = W_l. This is `wronskian_succ`, which rewrites its right-hand side by the previous lemma and its left-hand side by the second relation. Neither lemma uses the starting functions, so both hold for any two ladder families.

## The value at l = 0

The quotient rule gives

f_0' = cos x/x − sin x/x²

g_0' = sin x/x + cos x/x².

The two products in the Wronskian are

f_0 g_0' = sin² x/x² + sin x cos x/x³

f_0' g_0 = −cos² x/x² + sin x cos x/x³.

Their difference is

W_0 = (sin² x + cos² x)/x² = 1/x².

Together with W_(l+1) = W_l, induction on l gives 1/x² at every order. The proof of `wronskian_eq_inv_sq` has these two cases. In the case `zero`, the formulas for f_0 and g_0 are known only on x > 0, while a derivative at x depends on the function in a neighbourhood of x. The steps with `filter_upwards` supply such a neighbourhood, since the positive half-line is open, and `congr_of_eventuallyEq` then transfers the quotient-rule derivatives to f_0 and g_0. The identity sin² x + cos² x = 1 enters through `Real.sin_sq_add_cos_sq`. The case `succ` is one rewrite by `wronskian_succ` followed by the induction hypothesis.

## Ladder relations from the three-term recurrence

Suppose that the first two members a = h_0 and b = h_1 satisfy a' = −b and b' = a − (2/x) b. These are the ladder relations at l = 0. `recurrenceFamily_isBesselLadder` shows that the recurrence carries them to every order.

Assume both relations at l. The first relation at l+1 requires h_(l+1)' to equal ((l+1)/x) h_(l+1) − h_(l+2). By the recurrence,

((l+1)/x) h_(l+1) − h_(l+2) = h_l − ((l+2)/x) h_(l+1),

and the right-hand side is h_(l+1)' by the second relation at l.

For the second relation at l+1, differentiate the recurrence:

h_(l+2)' = −((2l+3)/x²) h_(l+1) + ((2l+3)/x) h_(l+1)' − h_l'.

Inserting both relations at l and collecting terms gives

h_(l+2)' = (1 − (2l+3)(l+3)/x²) h_(l+1) + ((l+3)/x) h_l.

By the recurrence, this is

h_(l+2)' = h_(l+1) − ((l+3)/x) h_(l+2),

as required. In the Lean proof, `hr` is the recurrence and `hq` is the derivative of (2l+3)/x. The product and difference rules build the derivative of h_(l+2), `congr_deriv` exchanges it for the desired expression, and `field_simp` with `ring` verifies that the two agree.

It remains to check the starting pairs. For the Bessel functions, b = sin x/x² − cos x/x, and a' = cos x/x − sin x/x² is indeed −b. The derivative of b is

b' = sin x/x + 2 cos x/x² − 2 sin x/x³,

which equals a − (2/x) b. For the Neumann functions, b = −cos x/x² − sin x/x, and a' = sin x/x + cos x/x² is again −b. Here

b' = −cos x/x + 2 sin x/x² + 2 cos x/x³,

which is a − (2/x) b for this pair. These are the four differentiations in `sphJ_sphY_witness`.

## The radial equation

That ladder families are free radial waves is shown by `radial_equation`. Multiplying the first relation by x² gives

x² h_l' = l x h_l − x² h_(l+1).

The right-hand side contains no derivative, so it can be differentiated with the ladder relations alone:

(x² h_l')' = l h_l + l x h_l' − 2x h_(l+1) − x² h_(l+1)'.

Inserting the relations for h_l' and h_(l+1)' gives

(x² h_l')' = (l + l² − x²) h_l + (−l x − 2x + (l+2) x) h_(l+1).

The second bracket vanishes, and the first is l(l+1) − x². In Lean, the equality `e` replaces x² h_l' by the derivative-free form throughout a neighbourhood of x, and the rest is the product rule and algebra.

## Neighbouring orders and the outgoing wave

Since the Wronskian equals the cross product, the main theorem applied to `sphJ` and `sphY` gives `sphJ_sphY_cross`:

j_(l+1) y_l − j_l y_(l+1) = 1/x².

This relation needs function values only, so it is a quick test of a numerical routine for j_l and y_l. Passing it is necessary but not sufficient: if every j_l is replaced by j_l + c y_l with the same constant c, the left-hand side does not change. Upward recurrence brings just this kind of error into j_l when l exceeds x, so the accuracy of j_l there has to be tested in another way.

It also shows that j_l and y_l never vanish at the same positive x: if they did, the left-hand side would be zero, while 1/x² is positive. The combination j_l + i y_l, which is the outgoing wave for the time factor exp(−iEt/ħ), therefore has no zero on x > 0. The theorem `outgoing_wave_ne_zero` writes it as the complex number with real part `sphJ l x` and imaginary part `sphY l x`, and its proof reads off both parts of a supposed zero and inserts them into the cross product. For a single hard sphere of radius R, the scattered amplitude in each partial wave contains a division by j_l(κR) + i y_l(κR), which is thus well defined at every E > 0.
